# The averaged quantum metric of an equal-weight two-site Bloch state is least when the embedding equals the mean phase slope

## Where the second site sits

The quantum metric of a band on a chain depends on where the sites lie inside the unit cell, and the hopping amplitudes alone do not fix those positions. The position of the second site relative to the first is therefore kept as a free real number x, called the embedding, while the hoppings enter only through a phase φ(k). Lengths are in units of the lattice constant, and the wave number k runs over the zone [0, 2π].

Number the sites 0 and 1, as Lean does. For equal on-site energies and a coupling between the two sites only, the Bloch state is

u_x(k) = (1, e^{iθ(k)})/√2, with θ(k) = φ(k) − kx.

Its metric measures how fast the state changes with k, apart from a change of overall phase:

g(k) = ⟨∂u|∂u⟩ − |⟨u|∂u⟩|².

Write avg(f) for the integral of f over [0, 2π] divided by 2π, and G(x) = avg(g) for the averaged metric at embedding x. For a single non-interacting band in one dimension, such as this one with φ winding an integer number of times, G(x) is the smallest position variance that a Wannier function of the band can have.

## What is claimed

Let φ be real and continuously differentiable, and let W be defined by φ(2π) − φ(0) = 2πW. Then

G(x) = G(W) + (x − W)²/4,

G(W) = avg((φ′ − W)²)/4.

So x = W is the unique minimum, and the value there is a quarter of the zone variance of φ′. The letter W usually stands for an integer winding number. Here W is an integer when the Hamiltonian is periodic in k at x = 0 and the state belongs to its lower band, with a gap to the upper band at every k. The theorem allows any real W.

In Lean, `bloch φ x k` is the state, `quantumMetric` is g with actual derivatives, `zoneAverage` is avg, and `avgMetric φ x` is G(x). The hypothesis `ContDiff ℝ 1 φ` says that φ is C¹ on the whole real line, and `hW` defines W. The formula for g presupposes normalised states, which `bloch_weight` secures by giving each site weight 1/2.

The matrix `hamiltonian` has off-diagonal elements of modulus |t|, and `bloch` is its eigenvector with energy −t, the lower band when t > 0. Since this holds at each k separately, t may take a different value at each k.

Using this model for a material also assumes that the orbitals are points, so that position is diagonal in the site basis and x says all there is to say about it.

## From the local metric to the parallel-axis formula

Only component 1 depends on k, and θ′ = φ′ − x. Hence

∂u = (0, iθ′e^{iθ})/√2,

⟨∂u|∂u⟩ = θ′²/2,

⟨u|∂u⟩ = iθ′/2,

g = θ′²/2 − θ′²/4 = (φ′ − x)²/4.

Averaging gives G(x) = avg((φ′ − x)²)/4. By the fundamental theorem of calculus,

avg(φ′) = (φ(2π) − φ(0))/(2π) = W.

Now split φ′ − x = (φ′ − W) + (W − x), square and average:

avg((φ′ − x)²) = avg((φ′ − W)²) + 2(W − x) avg(φ′ − W) + (W − x)².

The middle term vanishes because avg(φ′) = W. Division by 4 gives

G(x) = avg((φ′ − W)²)/4 + (x − W)²/4.

Setting x = W identifies the first term as G(W). For x ≠ W the second term is positive, so the minimum is unique.

The integrand (φ′ − x)² is continuous and non-negative, so G(x) = 0 exactly when φ′ = x throughout the zone.

## Disconnected dimers

Take φ(k) = k. Site 1 of each cell is then bonded to site 0 of the next cell and to nothing else. Here W = 1 and φ′ has no variance, so

G(x) = (x − 1)²/4.

At x = 0 this is 1/4, although no electron can move from one dimer to another. The value is the position variance of a bonding orbital whose two ends are one lattice constant apart. At x = 1 the two ends coincide and the metric is zero.

## A phase that jumps

Let φ(k) = 0 for k < π and φ(k) = 2π for k ≥ π. Then φ(2π) − φ(0) = 2π, so W = 1. The jump is invisible in e^{iφ}, and the state is (1, e^{−ikx})/√2 with G(x) = x²/4. The minimum lies at x = 0 and not at x = W. Differentiability of φ at all but one point is thus not enough for the theorem; the example says nothing about whether φ′ has to be continuous.

## Changing the embedding of an SSH chain

Consider alternating hoppings −v within the cell and −w between cells, with v = 2w > 0. Then φ is the argument of v + we^{ik}, and with r = w/v = 1/2,

φ′(k) = r cos k − r² cos 2k + r³ cos 3k − …

The mean is W = 0 and the variance is r²/(2(1 − r²)) = 1/6, so G(0) = 1/24. A calculation with equally spaced sites uses x = 1/2 and obtains

G(1/2) = 1/24 + 1/16 = 5/48.

Subtracting (x − W)²/4 = 1/16 recovers the minimum without diagonalising the Hamiltonian again. These numbers come from the series above and are an illustration, not a Lean result.

## The Lean file

```lean
import Mathlib

open scoped Real ComplexConjugate
open Matrix

namespace QuantumMetricEmbedding

noncomputable section

/-- The relative phase `φ(k) - k x` of the two sites when the second site is embedded at `x`. -/
def phase (φ : ℝ → ℝ) (x k : ℝ) : ℝ := φ k - k * x

/-- The two-site Bloch state `(1, exp(i(φ(k) - k x)))/√2`. -/
def bloch (φ : ℝ → ℝ) (x k : ℝ) : Fin 2 → ℂ :=
  ![1 / (Real.sqrt 2 : ℂ), Complex.exp ((phase φ x k : ℂ) * Complex.I) / (Real.sqrt 2 : ℂ)]

/-- The Bloch Hamiltonian of a two-site chain with hopping amplitude `-t` and relative phase
`φ(k) - k x`. -/
def hamiltonian (t : ℝ) (φ : ℝ → ℝ) (x k : ℝ) : Matrix (Fin 2) (Fin 2) ℂ :=
  !![0, -(t : ℂ) * Complex.exp (-((phase φ x k : ℂ) * Complex.I));
     -(t : ℂ) * Complex.exp ((phase φ x k : ℂ) * Complex.I), 0]

/-- The quantum metric `⟨∂u|∂u⟩ - |⟨u|∂u⟩|²` of a differentiable curve of normalised states. -/
def quantumMetric {n : ℕ} (u : ℝ → Fin n → ℂ) (k : ℝ) : ℝ :=
  ∑ i, ‖deriv (fun q => u q i) k‖ ^ 2 - ‖∑ i, conj (u k i) * deriv (fun q => u q i) k‖ ^ 2

/-- The average of a function over the Brillouin zone `[0, 2π]`. -/
def zoneAverage (f : ℝ → ℝ) : ℝ := (∫ k in (0 : ℝ)..(2 * π), f k) / (2 * π)

/-- The variance of a function over the Brillouin zone. -/
def zoneVariance (f : ℝ → ℝ) : ℝ := zoneAverage (fun k => (f k - zoneAverage f) ^ 2)

/-- The zone-averaged quantum metric `G(x)` of the Bloch state with embedding `x`. -/
def avgMetric (φ : ℝ → ℝ) (x : ℝ) : ℝ := zoneAverage (quantumMetric (bloch φ x))

/-- The Bloch state has weight one half on each of the two sites. -/
theorem bloch_weight (φ : ℝ → ℝ) (x k : ℝ) (i : Fin 2) : ‖bloch φ x k i‖ ^ 2 = 1 / 2 := by
  have h : ‖(Real.sqrt 2 : ℂ)‖ ^ 2 = 2 := by
    rw [Complex.norm_real, Real.norm_eq_abs, sq_abs, Real.sq_sqrt (by norm_num)]
  fin_cases i
  · change ‖(1 : ℂ) / (Real.sqrt 2 : ℂ)‖ ^ 2 = 1 / 2
    rw [norm_div, div_pow, h, norm_one]
    norm_num
  · change ‖Complex.exp ((phase φ x k : ℂ) * Complex.I) / (Real.sqrt 2 : ℂ)‖ ^ 2 = 1 / 2
    rw [norm_div, div_pow, h, Complex.norm_exp_ofReal_mul_I]
    norm_num

/-- The Bloch state is an eigenvector of the two-site Hamiltonian with energy `-t`. -/
theorem hamiltonian_mulVec_bloch (t : ℝ) (φ : ℝ → ℝ) (x k : ℝ) :
    hamiltonian t φ x k *ᵥ bloch φ x k = (-(t : ℂ)) • bloch φ x k := by
  have h : Complex.exp (-((phase φ x k : ℂ) * Complex.I)) *
      Complex.exp ((phase φ x k : ℂ) * Complex.I) = 1 := by
    rw [← Complex.exp_add, neg_add_cancel, Complex.exp_zero]
  have e : ∀ i, (hamiltonian t φ x k *ᵥ bloch φ x k) i =
      hamiltonian t φ x k i 0 * bloch φ x k 0 + hamiltonian t φ x k i 1 * bloch φ x k 1 := by
    intro i
    simp only [Matrix.mulVec, dotProduct, Fin.sum_univ_two]
  funext i
  rw [e, Pi.smul_apply, smul_eq_mul]
  fin_cases i
  · change 0 * (1 / (Real.sqrt 2 : ℂ)) +
      (-(t : ℂ) * Complex.exp (-((phase φ x k : ℂ) * Complex.I))) *
        (Complex.exp ((phase φ x k : ℂ) * Complex.I) / (Real.sqrt 2 : ℂ)) =
      -(t : ℂ) * (1 / (Real.sqrt 2 : ℂ))
    linear_combination (-(t : ℂ) / (Real.sqrt 2 : ℂ)) * h
  · change (-(t : ℂ) * Complex.exp ((phase φ x k : ℂ) * Complex.I)) * (1 / (Real.sqrt 2 : ℂ)) +
      0 * (Complex.exp ((phase φ x k : ℂ) * Complex.I) / (Real.sqrt 2 : ℂ)) =
      -(t : ℂ) * (Complex.exp ((phase φ x k : ℂ) * Complex.I) / (Real.sqrt 2 : ℂ))
    ring

/-- Where `φ` is differentiable, the quantum metric of the Bloch state is `(φ'(k) - x)²/4`. -/
theorem quantumMetric_bloch {φ : ℝ → ℝ} {k : ℝ} (hφ : DifferentiableAt ℝ φ k) (x : ℝ) :
    quantumMetric (bloch φ x) k = (deriv φ k - x) ^ 2 / 4 := by
  have h1 : HasDerivAt (phase φ x) (deriv φ k - x) k :=
    (hφ.hasDerivAt.fun_sub ((hasDerivAt_id' k).mul_const x)).congr_deriv (by ring)
  -- only the second component moves, and it moves by a pure phase
  have d0 : deriv (fun q => bloch φ x q 0) k = 0 :=
    (hasDerivAt_const k (1 / (Real.sqrt 2 : ℂ))).deriv
  have b1 : bloch φ x k 1 =
      Complex.exp ((phase φ x k : ℂ) * Complex.I) / (Real.sqrt 2 : ℂ) := rfl
  have d1 : deriv (fun q => bloch φ x q 1) k =
      ((deriv φ k - x : ℝ) : ℂ) * Complex.I * bloch φ x k 1 := by
    have h2 := ((h1.ofReal_comp.mul_const Complex.I).cexp).div_const (Real.sqrt 2 : ℂ)
    refine Eq.trans h2.deriv ?_
    rw [b1]
    ring
  simp only [quantumMetric, Fin.sum_univ_two, d0, d1, norm_zero, mul_zero, zero_add, norm_mul,
    Complex.norm_I, Complex.norm_real, RCLike.norm_conj, Real.norm_eq_abs, mul_pow, sq_abs]
  rw [bloch_weight]
  ring

/-- Parallel-axis identity: the mean square deviation of a continuous function from `x` is its
variance plus the squared distance of `x` from the mean. -/
theorem zoneAverage_sq_sub {f : ℝ → ℝ} (hf : Continuous f) (x : ℝ) :
    zoneAverage (fun k => (f k - x) ^ 2) = zoneVariance f + (x - zoneAverage f) ^ 2 := by
  have hπ : 2 * π ≠ 0 := Real.two_pi_pos.ne'
  unfold zoneVariance
  generalize hm : zoneAverage f = m
  have hI : ∫ k in (0 : ℝ)..(2 * π), f k = 2 * π * m := by
    rw [← hm]
    unfold zoneAverage
    field_simp
  have i1 : IntervalIntegrable (fun k => (f k - m) ^ 2) MeasureTheory.volume 0 (2 * π) :=
    Continuous.intervalIntegrable (by fun_prop) _ _
  have i2 : IntervalIntegrable (fun k => 2 * (m - x) * f k) MeasureTheory.volume 0 (2 * π) :=
    Continuous.intervalIntegrable (by fun_prop) _ _
  have i12 : IntervalIntegrable (fun k => (f k - m) ^ 2 + 2 * (m - x) * f k)
      MeasureTheory.volume 0 (2 * π) := Continuous.intervalIntegrable (by fun_prop) _ _
  have i3 : IntervalIntegrable (fun _ : ℝ => x ^ 2 - m ^ 2) MeasureTheory.volume 0 (2 * π) :=
    Continuous.intervalIntegrable (by fun_prop) _ _
  -- expand the square about the mean and integrate term by term
  have hfun : (fun k => (f k - x) ^ 2) =
      fun k => ((f k - m) ^ 2 + 2 * (m - x) * f k) + (x ^ 2 - m ^ 2) := by
    funext k
    ring
  rw [hfun]
  unfold zoneAverage
  rw [intervalIntegral.integral_add i12 i3, intervalIntegral.integral_add i1 i2,
    intervalIntegral.integral_const_mul, intervalIntegral.integral_const, hI, smul_eq_mul,
    div_add' _ _ _ hπ]
  congr 1
  ring

/-- If a C¹ phase grows by `2πW` across the zone, its slope has zone average `W`. -/
theorem zoneAverage_deriv {φ : ℝ → ℝ} {W : ℝ} (hφ : ContDiff ℝ 1 φ)
    (hW : φ (2 * π) - φ 0 = 2 * π * W) : zoneAverage (deriv φ) = W := by
  obtain ⟨hd, hc⟩ := contDiff_one_iff_deriv.1 hφ
  unfold zoneAverage
  rw [intervalIntegral.integral_eq_sub_of_hasDerivAt (fun k _ => (hd k).hasDerivAt)
    (hc.intervalIntegrable _ _), hW]
  field_simp

/-- For a C¹ phase, `G(x)` is a quarter of the mean square deviation of `φ'` from `x`. -/
theorem avgMetric_eq {φ : ℝ → ℝ} (hφ : ContDiff ℝ 1 φ) (x : ℝ) :
    avgMetric φ x = zoneAverage (fun k => (deriv φ k - x) ^ 2) / 4 := by
  have h : quantumMetric (bloch φ x) = fun k => (deriv φ k - x) ^ 2 / 4 :=
    funext fun k => quantumMetric_bloch ((contDiff_one_iff_deriv.1 hφ).1 k) x
  unfold avgMetric
  rw [h]
  simp only [zoneAverage, intervalIntegral.integral_div]
  ring

/-- For a C¹ phase that grows by `2πW` across the zone, `G(x) = G(W) + (x - W)²/4`, and `G(W)` is
a quarter of the zone variance of `φ'`. -/
theorem avgMetric_embedding {φ : ℝ → ℝ} {W : ℝ} (hφ : ContDiff ℝ 1 φ)
    (hW : φ (2 * π) - φ 0 = 2 * π * W) (x : ℝ) :
    avgMetric φ x = avgMetric φ W + (x - W) ^ 2 / 4 ∧
      avgMetric φ W = zoneVariance (deriv φ) / 4 := by
  have hc := (contDiff_one_iff_deriv.1 hφ).2
  have hx := zoneAverage_sq_sub hc x
  have hw := zoneAverage_sq_sub hc W
  rw [zoneAverage_deriv hφ hW] at hx hw
  rw [avgMetric_eq hφ x, avgMetric_eq hφ W, hx, hw]
  constructor <;> ring

/-- For a C¹ phase that grows by `2πW` across the zone, every embedding other than `x = W` has a
strictly larger averaged metric than `x = W`. -/
theorem avgMetric_lt {φ : ℝ → ℝ} {W x : ℝ} (hφ : ContDiff ℝ 1 φ)
    (hW : φ (2 * π) - φ 0 = 2 * π * W) (hx : x ≠ W) : avgMetric φ W < avgMetric φ x := by
  have h := (avgMetric_embedding hφ hW x).1
  have hpos : 0 < (x - W) ^ 2 :=
    lt_of_le_of_ne (sq_nonneg _) (Ne.symm (pow_ne_zero 2 (sub_ne_zero.2 hx)))
  linarith

/-- For a C¹ phase, the averaged metric vanishes at embedding `x` exactly when `φ' = x`
throughout the zone. -/
theorem avgMetric_eq_zero_iff {φ : ℝ → ℝ} (hφ : ContDiff ℝ 1 φ) (x : ℝ) :
    avgMetric φ x = 0 ↔ ∀ k ∈ Set.Icc 0 (2 * π), deriv φ k = x := by
  have hc := (contDiff_one_iff_deriv.1 hφ).2
  rw [avgMetric_eq hφ]
  constructor
  · intro h k hk
    by_contra hne
    -- a continuous non-negative integrand that is positive somewhere has positive integral
    have hp : 0 < ∫ q in (0 : ℝ)..(2 * π), (deriv φ q - x) ^ 2 :=
      intervalIntegral.integral_pos Real.two_pi_pos
        ((hc.sub continuous_const).pow 2).continuousOn (fun _ _ => sq_nonneg _)
        ⟨k, hk, lt_of_le_of_ne (sq_nonneg _) (Ne.symm (pow_ne_zero 2 (sub_ne_zero.2 hne)))⟩
    have h2 : 0 < zoneAverage (fun q => (deriv φ q - x) ^ 2) / 4 :=
      div_pos (div_pos hp Real.two_pi_pos) (by norm_num)
    exact h2.ne' h
  · intro h
    have h0 : ∫ q in (0 : ℝ)..(2 * π), (deriv φ q - x) ^ 2 = ∫ _ in (0 : ℝ)..(2 * π), (0 : ℝ) := by
      apply intervalIntegral.integral_congr
      intro q hq
      rw [Set.uIcc_of_le Real.two_pi_pos.le] at hq
      simp [h q hq]
    unfold zoneAverage
    rw [h0]
    simp

/-- For disconnected dimers, `φ(k) = k`, the averaged metric at `x = 0` is `1/4`, although its
least value over all embeddings is `0`. -/
theorem avgMetric_dimer :
    avgMetric (fun k => k) 0 = 1 / 4 ∧ IsLeast (Set.range (avgMetric (fun k => k))) 0 := by
  have hφ : ContDiff ℝ 1 (fun k : ℝ => k) := contDiff_id
  have h1 : avgMetric (fun k => k) 1 = 0 :=
    (avgMetric_eq_zero_iff hφ 1).2 (fun k _ => by simp)
  have hx : ∀ x, avgMetric (fun k => k) x = (x - 1) ^ 2 / 4 := by
    intro x
    rw [(avgMetric_embedding (W := 1) hφ (by simp) x).1, h1, zero_add]
  refine ⟨by rw [hx]; norm_num, ⟨1, h1⟩, ?_⟩
  rintro _ ⟨x, rfl⟩
  rw [hx]
  positivity

end

end QuantumMetricEmbedding
```

```lean
#print axioms QuantumMetricEmbedding.hamiltonian_mulVec_bloch
#print axioms QuantumMetricEmbedding.quantumMetric_bloch
#print axioms QuantumMetricEmbedding.avgMetric_lt
#print axioms QuantumMetricEmbedding.avgMetric_dimer
```

```
'QuantumMetricEmbedding.hamiltonian_mulVec_bloch' depends on axioms: [propext, Classical.choice, Quot.sound]
'QuantumMetricEmbedding.quantumMetric_bloch' depends on axioms: [propext, Classical.choice, Quot.sound]
'QuantumMetricEmbedding.avgMetric_lt' depends on axioms: [propext, Classical.choice, Quot.sound]
'QuantumMetricEmbedding.avgMetric_dimer' depends on axioms: [propext, Classical.choice, Quot.sound]
```

## How the lemmas fit together

**The state.** `hamiltonian_mulVec_bloch` checks the eigenvalue equation component by component. Component 0 needs e^{−iθ}e^{iθ} = 1, which `linear_combination` inserts; component 1 is plain algebra.

**The local metric.** In `quantumMetric_bloch`, `h1` is θ′ = φ′ − x, `d0` says that component 0 is constant, and `d1` says that the derivative of component 1 is iθ′ times that component. The simplifier then reduces both terms of the metric to θ′² and the weight of site 1. Inserting the weight 1/2 leaves θ′²/2 − θ′²/4. This lemma needs differentiability only at the point k.

**The averages.** `zoneAverage_sq_sub` is the parallel-axis identity for any continuous f with mean m. It groups the terms a little differently from the derivation above:

(f − x)² = (f − m)² + 2(m − x)f + (x² − m²).

Continuity makes each term integrable, so the integral can be split. The last two terms average to 2(m − x)m + x² − m² = (x − m)². `zoneAverage_deriv` applies the fundamental theorem of calculus to obtain avg(φ′) = W.

**The main result.** `avgMetric_eq` carries the local formula through the integral. `avgMetric_embedding` then uses the parallel-axis identity twice, at x and at W, and compares the results. `avgMetric_lt` adds that (x − W)² is positive for x ≠ W.

**Zero metric and dimers.** For one direction of `avgMetric_eq_zero_iff`, suppose φ′ differs from x at some point of the zone. The continuous, non-negative integrand is positive there, so `intervalIntegral.integral_pos` makes the integral positive, a contradiction. In the other direction the integrand is zero on the whole zone.

`avgMetric_dimer` obtains G(1) = 0 from this criterion and G(x) = (x − 1)²/4 from the main theorem with W = 1. Its `IsLeast` statement says that 0 is attained by some embedding and that no embedding gives less.
